# Refining an equally spaced Ohmic bath at positive coupling: constant reorganisation energy, vanishing zero-phonon weight

## A transition coupled to many vibrations

A molecule or defect is excited, and the equilibrium positions of the surrounding vibrations shift. Two numbers summarise the response. The reorganisation energy is the energy released when the vibrations relax to their new equilibrium. The zero-phonon weight is the fraction of the zero-temperature absorption that goes into the line in which no vibration is excited.

A simulation with explicit modes replaces a continuous bath by N oscillators. One then wants to know which properties settle as N grows. For the linear grid considered here, the reorganisation energy is already right with one mode, while the zero-phonon weight goes to zero as modes are added.

## The grid and its couplings

Let wc > 0 be the cutoff frequency, a > 0 the dimensionless coupling strength and N ≥ 1 the number of modes. Units are chosen with ħ = 1. The modes j = 1, ..., N have frequencies

w_j = j wc/N

and Huang-Rhys factors

S_j = a/j.

The Huang-Rhys factor is the mean number of quanta that a vertical transition from the vibrational ground state puts into mode j. The choice a/j comes from an Ohmic spectral density J(w) = a w with a sharp cutoff at wc, in the convention where mode j contributes weight S_j w_j² at frequency w_j. Taking J at the upper end w_j of each grid cell and multiplying by the cell width wc/N gives the weight a w_j wc/N, and dividing by w_j² gives a/j.

Four quantities are built from these data:

- the total Huang-Rhys factor S = Σ S_j;
- the reorganisation energy λ = Σ S_j w_j;
- the zero-phonon weight Z = exp(-S);
- the modulus of the zero-temperature dephasing function at time t, C(t) = exp(-Σ S_j (1 - cos(w_j t))).

All sums run over j = 1, ..., N. The last two formulas belong to independent oscillators that are displaced by the transition but keep their frequencies. Reading Z as a fraction of the absorption also assumes that the transition dipole does not depend on the vibrations and that the overall factor of frequency in the absorption has been divided out.

## Energy per mode and the second moment

Each mode carries the same energy, because the factor j cancels:

S_j w_j = (a/j)(j wc/N) = a wc/N.

Adding N equal terms gives

λ = a wc

for every N ≥ 1. The second moment, which is the variance of the vertical transition energy at zero temperature, does depend on the grid. Here S_j w_j² = a wc² j/N², and 1 + 2 + ... + N = N(N + 1)/2, so

Σ S_j w_j² = (a wc²/2)(1 + 1/N).

At N = 1 this is a wc², twice the value that it approaches for large N.

## Logarithmic growth of the total Huang-Rhys factor

The total is a times a harmonic number:

S = a (1 + 1/2 + ... + 1/N).

Compare the sum with the integral of 1/x. On the interval from j to j + 1 we have 1/x ≤ 1/j, hence

log(N + 1) = ∫ from 1 to N + 1 of dx/x ≤ 1 + 1/2 + ... + 1/N.

For j ≥ 2, on the interval from j - 1 to j, we have 1/j ≤ 1/x. Keeping the first term of the sum separate gives

1 + 1/2 + ... + 1/N ≤ 1 + log N = log(eN).

Multiplication by a yields a log(N + 1) ≤ S ≤ a log(eN). Taking exp(-S) reverses the order, and exp(-a log y) = y^(-a), so

(eN)^(-a) ≤ Z ≤ (N + 1)^(-a).

At N = 1 the weight is e^(-a), which equals the lower bound. The upper bound tends to zero as N grows. The growth of S comes from the low-frequency end of the grid. For any fixed w0 with 0 < w0 < wc, the Huang-Rhys factors of the modes above w0 add up to a total that tends to a log(wc/w0), while those of the modes at or below w0 add up to a total that grows without bound, although the energy of these modes tends to the finite value a w0.

## How many modes a small weight requires

Let ε > 0 be a target for Z. If N + 1 ≥ ε^(-1/a), then taking logarithms and multiplying by a gives a log(N + 1) ≥ -log ε. Therefore S ≥ -log ε, and Z ≤ ε.

Conversely, if Z ≤ ε, then -log ε ≤ S ≤ a log(eN). Dividing by a and exponentiating gives eN ≥ ε^(-1/a). The sufficient and the necessary number of modes thus differ by roughly a factor e when they are large.

For a = 1 and ε = 0.01, the bounds show that 99 modes suffice and that fewer than 37 do not. Summing the harmonic series directly gives 56 as the smallest sufficient number. For a = 0.1 and the same ε, more than 10^19 modes are needed.

For simulations of this zero-temperature, pure-dephasing model on a linear grid, a correct reorganisation energy is therefore no evidence that the zero-phonon weight has converged.

## Complete returns of the coherence

Every term S_j (1 - cos(w_j t)) is non-negative. Hence C(t) = 1 exactly when all of them vanish. The term j = 1 requires cos(wc t/N) = 1, so wc t/N = 2πk for some integer k, and

t = k · 2πN/wc.

At such a time w_j t = 2πjk for every j, so the remaining terms vanish too. The coherence returns completely at these times and at no others. The first return after t = 0 is at 2πN/wc, which moves out in proportion to N.

## What the Lean statements say

The definitions `frequency`, `huangRhys`, `totalHuangRhys`, `reorganisationEnergy`, `zeroPhononWeight` and `coherence` are the expressions above, as real-valued functions. The number of modes and the mode label are natural numbers, and `Icc 1 N` is the set of labels from 1 to N. Energies are written as frequencies, in line with ħ = 1.

The central theorem is `fixed_energy_and_zeroPhononWeight_bounds`. It takes a ≥ 0, any real wc and N ≥ 1, and states the value of λ together with both bounds on Z. `reorganisationEnergy_eq` and `second_moment_eq` need no sign condition at all.

The two mode-count theorems assume a > 0. `zeroPhononWeight_le_of_modes` also assumes ε > 0, whereas `modes_of_zeroPhononWeight_le` obtains it from the positivity of Z. The first of them contains the vanishing under refinement: for any ε > 0, every sufficiently large N gives a weight of at most ε.

`coherence_eq_one_iff` assumes a > 0 and wc > 0. If either were zero, the coherence would equal one at all times and the equivalence would fail. The integer k may be zero or negative, so t = 0 and negative times are included.

The model enters through the definitions. The exponential formulas for Z and C(t) are taken as given and not derived from a Hamiltonian. They describe zero temperature, linear coupling, unchanged mode frequencies and no transfer between the electronic states. The spectral density J(w) motivates the couplings but does not appear in the code, which treats finite N throughout.

## The complete file

```lean
import Mathlib

open Finset

namespace OhmicBathDiscretisation

noncomputable section

/-- Frequency `w_j = j wc / N` of mode `j` on an equally spaced grid of `N ≥ 1` modes
with cutoff `wc`. -/
def frequency (wc : ℝ) (N j : ℕ) : ℝ := j * wc / N

/-- Huang-Rhys factor `S_j = a / j` of mode `j ≥ 1` for the coupling strength `a`. -/
def huangRhys (a : ℝ) (j : ℕ) : ℝ := a / j

/-- Total Huang-Rhys factor of the modes `1, ..., N`. -/
def totalHuangRhys (a : ℝ) (N : ℕ) : ℝ := ∑ j ∈ Icc 1 N, huangRhys a j

/-- Reorganisation energy `∑ S_j w_j` (with `ħ = 1`) of the bath with `N ≥ 1` modes. -/
def reorganisationEnergy (a wc : ℝ) (N : ℕ) : ℝ :=
  ∑ j ∈ Icc 1 N, huangRhys a j * frequency wc N j

/-- Zero-phonon weight `exp (-∑ S_j)` of the bath. -/
def zeroPhononWeight (a : ℝ) (N : ℕ) : ℝ := Real.exp (-totalHuangRhys a N)

/-- Modulus of the zero-temperature dephasing function at time `t`,
`exp (-∑ S_j (1 - cos (w_j t)))`, for a bath with `N ≥ 1` modes. -/
def coherence (a wc : ℝ) (N : ℕ) (t : ℝ) : ℝ :=
  Real.exp (-∑ j ∈ Icc 1 N, huangRhys a j * (1 - Real.cos (frequency wc N j * t)))

/-- The reorganisation energy equals `a wc` for every number `N ≥ 1` of modes. -/
theorem reorganisationEnergy_eq (a wc : ℝ) {N : ℕ} (hN : 1 ≤ N) :
    reorganisationEnergy a wc N = a * wc := by
  have hN0 : (N : ℝ) ≠ 0 := Nat.cast_ne_zero.mpr (by omega)
  -- every mode carries the same share of the energy
  have hterm : ∀ j ∈ Icc 1 N, huangRhys a j * frequency wc N j = a * wc / N := by
    intro j hj
    have hj1 := (mem_Icc.mp hj).1
    have hj0 : (j : ℝ) ≠ 0 := Nat.cast_ne_zero.mpr (by omega)
    unfold huangRhys frequency
    field_simp
  rw [reorganisationEnergy, sum_congr rfl hterm, sum_const, Nat.card_Icc,
    Nat.add_sub_cancel, nsmul_eq_mul]
  field_simp

/-- The second moment `∑ S_j w_j ^ 2` of the bath with `N ≥ 1` modes is
`(a wc ^ 2 / 2) (1 + 1 / N)`. -/
theorem second_moment_eq (a wc : ℝ) {N : ℕ} (hN : 1 ≤ N) :
    ∑ j ∈ Icc 1 N, huangRhys a j * frequency wc N j ^ 2
      = a * wc ^ 2 / 2 * (1 + 1 / N) := by
  have hN0 : (N : ℝ) ≠ 0 := Nat.cast_ne_zero.mpr (by omega)
  have hterm : ∀ j ∈ Icc 1 N,
      huangRhys a j * frequency wc N j ^ 2 = a * wc ^ 2 / N ^ 2 * (j : ℝ) := by
    intro j hj
    have hj1 := (mem_Icc.mp hj).1
    have hj0 : (j : ℝ) ≠ 0 := Nat.cast_ne_zero.mpr (by omega)
    unfold huangRhys frequency
    field_simp
  -- the sum of the first integers
  have hsum : ∀ n : ℕ, ∑ j ∈ Icc 1 n, (j : ℝ) = n * (n + 1) / 2 := by
    intro n
    induction n with
    | zero => simp
    | succ n ih =>
      rw [sum_Icc_succ_top (by omega), ih]
      push_cast
      ring
  rw [sum_congr rfl hterm, ← mul_sum, hsum]
  field_simp

/-- For `a ≥ 0` and `N ≥ 1` the total Huang-Rhys factor lies between `a log (N + 1)`
and `a log (e N)`. -/
theorem totalHuangRhys_bounds {a : ℝ} (ha : 0 ≤ a) {N : ℕ} (hN : 1 ≤ N) :
    a * Real.log (N + 1) ≤ totalHuangRhys a N ∧
      totalHuangRhys a N ≤ a * Real.log (Real.exp 1 * N) := by
  have hN0 : (N : ℝ) ≠ 0 := Nat.cast_ne_zero.mpr (by omega)
  -- the total is `a` times a harmonic number
  have hS : totalHuangRhys a N = a * (harmonic N : ℝ) := by
    rw [harmonic_eq_sum_Icc]
    push_cast
    rw [mul_sum]
    exact sum_congr rfl fun j _ => div_eq_mul_inv _ _
  have hlow := log_add_one_le_harmonic N
  push_cast at hlow
  have hup := harmonic_le_one_add_log N
  rw [hS, Real.log_mul (Real.exp_pos 1).ne' hN0, Real.log_exp]
  exact ⟨mul_le_mul_of_nonneg_left hlow ha, mul_le_mul_of_nonneg_left hup ha⟩

/-- For `a ≥ 0` and every number `N ≥ 1` of modes the reorganisation energy is `a wc`,
while the zero-phonon weight lies between `(e N) ^ (-a)` and `(N + 1) ^ (-a)`. -/
theorem fixed_energy_and_zeroPhononWeight_bounds {a : ℝ} (ha : 0 ≤ a) (wc : ℝ)
    {N : ℕ} (hN : 1 ≤ N) :
    reorganisationEnergy a wc N = a * wc ∧
      (Real.exp 1 * N) ^ (-a) ≤ zeroPhononWeight a N ∧
      zeroPhononWeight a N ≤ ((N : ℝ) + 1) ^ (-a) := by
  have hNpos : (0 : ℝ) < N := Nat.cast_pos.mpr (by omega)
  obtain ⟨hlow, hup⟩ := totalHuangRhys_bounds ha hN
  refine ⟨reorganisationEnergy_eq a wc hN, ?_, ?_⟩
  · rw [Real.rpow_def_of_pos (mul_pos (Real.exp_pos 1) hNpos), zeroPhononWeight]
    exact Real.exp_le_exp.mpr (by linarith)
  · rw [Real.rpow_def_of_pos (by linarith), zeroPhononWeight]
    exact Real.exp_le_exp.mpr (by linarith)

/-- For `a > 0`, `ε > 0` and `N ≥ 1`, a grid with `N + 1 ≥ ε ^ (-1 / a)` has
zero-phonon weight at most `ε`. -/
theorem zeroPhononWeight_le_of_modes {a ε : ℝ} (ha : 0 < a) (hε : 0 < ε)
    {N : ℕ} (hN : 1 ≤ N) (h : ε ^ (-1 / a) ≤ (N : ℝ) + 1) :
    zeroPhononWeight a N ≤ ε := by
  have hlow := (totalHuangRhys_bounds ha.le hN).1
  have hlog := Real.log_le_log (Real.rpow_pos_of_pos hε _) h
  rw [Real.log_rpow hε] at hlog
  have hmul := mul_le_mul_of_nonneg_left hlog ha.le
  have hcancel : a * (-1 / a * Real.log ε) = -Real.log ε := by
    field_simp
  rw [hcancel] at hmul
  calc zeroPhononWeight a N ≤ Real.exp (Real.log ε) :=
        Real.exp_le_exp.mpr (by linarith)
    _ = ε := Real.exp_log hε

/-- For `a > 0` and `N ≥ 1`, a zero-phonon weight of at most `ε` requires
`e N ≥ ε ^ (-1 / a)`. -/
theorem modes_of_zeroPhononWeight_le {a ε : ℝ} (ha : 0 < a)
    {N : ℕ} (hN : 1 ≤ N) (h : zeroPhononWeight a N ≤ ε) :
    ε ^ (-1 / a) ≤ Real.exp 1 * N := by
  have hNpos : (0 : ℝ) < N := Nat.cast_pos.mpr (by omega)
  have hε : 0 < ε := lt_of_lt_of_le (Real.exp_pos _) h
  have hup := (totalHuangRhys_bounds ha.le hN).2
  have hlog : -totalHuangRhys a N ≤ Real.log ε := (Real.le_log_iff_exp_le hε).mpr h
  have hdiv : -Real.log ε / a ≤ Real.log (Real.exp 1 * N) := by
    rw [div_le_iff₀ ha]
    linarith
  have hform : Real.log ε * (-1 / a) = -Real.log ε / a := by ring
  rw [Real.rpow_def_of_pos hε, hform]
  calc Real.exp (-Real.log ε / a) ≤ Real.exp (Real.log (Real.exp 1 * N)) :=
        Real.exp_le_exp.mpr hdiv
    _ = Real.exp 1 * N := Real.exp_log (mul_pos (Real.exp_pos 1) hNpos)

/-- For `a, wc > 0` and `N ≥ 1` the coherence equals one exactly at the integer
multiples of the time `2 π N / wc`. -/
theorem coherence_eq_one_iff {a wc : ℝ} (ha : 0 < a) (hwc : 0 < wc)
    {N : ℕ} (hN : 1 ≤ N) (t : ℝ) :
    coherence a wc N t = 1 ↔ ∃ k : ℤ, t = k * (2 * Real.pi * N / wc) := by
  have hN0 : (N : ℝ) ≠ 0 := Nat.cast_ne_zero.mpr (by omega)
  have hwc0 : wc ≠ 0 := hwc.ne'
  have hnn : ∀ j ∈ Icc 1 N,
      0 ≤ huangRhys a j * (1 - Real.cos (frequency wc N j * t)) := fun j _ =>
    mul_nonneg (div_nonneg ha.le (Nat.cast_nonneg j))
      (sub_nonneg.mpr (Real.cos_le_one _))
  rw [coherence, Real.exp_eq_one_iff, neg_eq_zero, sum_eq_zero_iff_of_nonneg hnn]
  constructor
  · intro h
    -- the slowest mode must have completed whole periods
    have h1 := (mul_eq_zero.mp (h 1 (mem_Icc.mpr ⟨le_rfl, hN⟩))).resolve_left
      (by simp [huangRhys, ha.ne'])
    have hcos : Real.cos (frequency wc N 1 * t) = 1 := by linarith
    obtain ⟨k, hk⟩ := (Real.cos_eq_one_iff _).mp hcos
    rw [frequency, Nat.cast_one, one_mul] at hk
    refine ⟨k, ?_⟩
    calc t = (wc / N * t) * (N / wc) := by field_simp
      _ = (k * (2 * Real.pi)) * (N / wc) := by rw [hk]
      _ = k * (2 * Real.pi * N / wc) := by ring
  · rintro ⟨k, hk⟩ j _
    -- all other frequencies are multiples of the slowest one
    have hphase : frequency wc N j * t = (((j : ℤ) * k : ℤ) : ℝ) * (2 * Real.pi) := by
      rw [hk, frequency]
      push_cast
      field_simp
    rw [hphase, Real.cos_int_mul_two_pi, sub_self, mul_zero]

end

end OhmicBathDiscretisation
```

```lean
#print axioms OhmicBathDiscretisation.fixed_energy_and_zeroPhononWeight_bounds
-- 'OhmicBathDiscretisation.fixed_energy_and_zeroPhononWeight_bounds' depends on axioms: [propext, Classical.choice, Quot.sound]
#print axioms OhmicBathDiscretisation.zeroPhononWeight_le_of_modes
-- 'OhmicBathDiscretisation.zeroPhononWeight_le_of_modes' depends on axioms: [propext, Classical.choice, Quot.sound]
#print axioms OhmicBathDiscretisation.modes_of_zeroPhononWeight_le
-- 'OhmicBathDiscretisation.modes_of_zeroPhononWeight_le' depends on axioms: [propext, Classical.choice, Quot.sound]
#print axioms OhmicBathDiscretisation.coherence_eq_one_iff
-- 'OhmicBathDiscretisation.coherence_eq_one_iff' depends on axioms: [propext, Classical.choice, Quot.sound]
```

## From equal shares to harmonic numbers

In `reorganisationEnergy_eq`, the step `hterm` is the cancellation of j: membership in `Icc 1 N` gives j ≥ 1, so j is nonzero and `field_simp` can clear it. The sum then has a constant summand, and `sum_const` with `Nat.card_Icc` turns it into N times a wc/N.

`second_moment_eq` has the same structure. Its `hterm` leaves one factor j in each summand, `mul_sum` takes the constant out of the sum, and `hsum` proves the formula for the sum of the first integers by induction.

In `totalHuangRhys_bounds`, `hS` identifies the total with a times Mathlib's `harmonic N`. That number is rational in Mathlib and is read here as a real. The two integral comparisons are supplied by the library lemmas `log_add_one_le_harmonic` and `harmonic_le_one_add_log`. Rewriting with `Real.log_mul` and `Real.log_exp` changes log(eN) into 1 + log N, and multiplication by the non-negative a finishes the argument.

## From logarithms to powers

The central theorem combines the energy identity with these bounds. `Real.rpow_def_of_pos` writes a power with positive base as the exponential of a logarithm times the exponent. Both sides of each inequality are then exponentials, `Real.exp_le_exp` reduces the claim to their arguments, and `linarith` reads it off from the bounds on S.

The mode-count theorems use the same bounds in the two directions. In `zeroPhononWeight_le_of_modes`, the logarithm of the assumption is multiplied by a, and `hcancel` simplifies the result to -log ε. In `modes_of_zeroPhononWeight_le`, `hlog` turns Z ≤ ε into -S ≤ log ε, `hdiv` divides by a, and the closing `calc` exponentiates.

## From one slow mode to all modes

The proof of `coherence_eq_one_iff` first records in `hnn` that every term is non-negative. `Real.exp_eq_one_iff` reduces C(t) = 1 to a vanishing sum, and `sum_eq_zero_iff_of_nonneg` reduces that to the vanishing of each term.

In the forward direction only j = 1 is used. Since S_1 = a is nonzero, the cosine must be one, and `Real.cos_eq_one_iff` produces the integer k. The `calc` block solves for t. In the reverse direction, `hphase` shows that the phase of mode j is the integer jk times 2π, so its cosine is one and its term is zero.
